# A real initial density matrix keeps bond currents at zero in a gapped, conjugation-symmetric SCF iteration with real hopping

In a current-dependent density functional calculation at zero magnetic field, one can add an imaginary part to the initial density matrix before the first Fock build. This matters when the Fock map commutes with complex conjugation and every step has a gap above the occupied orbitals: in exact arithmetic, a plain iteration from a real guess then cannot develop a current by itself if the hopping is real.

## Density matrices, aufbau steps and bond currents

The basis is finite and orthonormal, with sites labelled by the type `n`. A bar denotes entrywise complex conjugation, `conjM`, and a dagger the conjugate transpose.

```lean
import Mathlib

open Matrix Filter Topology

namespace CurrentTrapping

variable {n : Type*} [Fintype n] [DecidableEq n]

/-- Entrywise complex conjugation of a matrix. -/
def conjM {m : Type*} (D : Matrix m m ℂ) : Matrix m m ℂ := D.map (starRingEnd ℂ)
```

For a set $s$ of occupied orbitals, let $P_s$ be the diagonal matrix with ones on $s$ and zeros elsewhere.

```lean
/-- The diagonal matrix of occupation numbers: one on `s`, zero elsewhere. -/
def occ {m : Type*} [DecidableEq m] (s : Finset m) : Matrix m m ℂ :=
  diagonal fun i => if i ∈ s then 1 else 0
```

An aufbau step takes a Fock matrix $H$ to a density matrix $D$ through

$$H=U E U^\dagger,\qquad D=U P_s U^\dagger,\qquad E=\mathrm{diag}(\varepsilon).$$

The columns of $U$ are orthonormal orbitals, the energies $\varepsilon_i$ are real, and $s$ has $N$ elements. The gap condition is $\varepsilon_i<\varepsilon_j$ for every occupied $i$ and unoccupied $j$. Occupations are zero or one, so thermal smearing is excluded.

```lean
/-- `D` projects onto `N` eigenvectors of `H` whose energies lie strictly below all others.
The columns of `U` are the orbitals, `ε` their energies and `s` the occupied set. -/
def IsAufbau (N : ℕ) (H D : Matrix n n ℂ) : Prop :=
  ∃ (U : Matrix n n ℂ) (ε : n → ℝ) (s : Finset n),
    Uᴴ * U = 1 ∧ s.card = N ∧ (∀ i ∈ s, ∀ j ∉ s, ε i < ε j) ∧
    H = U * diagonal (fun i => (ε i : ℂ)) * Uᴴ ∧ D = U * occ s * Uᴴ
```

Given a Fock map $F$, the sequence $D_k$ is an SCF iteration if each $D_{k+1}$ is an aufbau density matrix of $F(D_k)$. This is the plain iteration, without damping or extrapolation, and the gap at every step is assumed.

```lean
/-- An SCF iteration: each new density matrix is the aufbau projector of the Fock matrix
built from the previous one. -/
def IsSCF (N : ℕ) (F : Matrix n n ℂ → Matrix n n ℂ) (D : ℕ → Matrix n n ℂ) : Prop :=
  ∀ k, IsAufbau N (F (D k)) (D (k + 1))
```

For a hopping matrix $h$, the bond current is $J_{ij}(D)=2\,\mathrm{Im}(h_{ij}D_{ji})$. With $\hbar=1$, it is the rate at which hopping through $h$ carries particles from site $j$ to site $i$.

```lean
/-- The bond current `2 Im (h_ij D_ji)` between sites `i` and `j`. -/
def bondCurrent {m : Type*} (h D : Matrix m m ℂ) (i j : m) : ℝ := 2 * (h i j * D j i).im
```

## (a) Hermiticity of the new density matrix

**Task.** Show that every aufbau density matrix satisfies

$$D^\dagger=D.$$

**Solution.** The matrix $P_s$ is real and diagonal, hence $P_s^\dagger=P_s$. Reversing the order of the factors gives

$$D^\dagger=(UP_sU^\dagger)^\dagger=UP_s^\dagger U^\dagger=UP_sU^\dagger=D.$$

In the proof, `hP` is the statement about $P_s$, and the last rewrite reverses the product.

```lean
/-- An aufbau density matrix is Hermitian. -/
theorem aufbau_hermitian {N : ℕ} {H D : Matrix n n ℂ} (h : IsAufbau N H D) :
    D.IsHermitian := by
  obtain ⟨U, ε, s, -, -, -, -, rfl⟩ := h
  have hP : (occ s)ᴴ = occ s := by
    rw [occ, diagonal_conjTranspose]
    congr 1
    funext i
    by_cases hi : i ∈ s <;> simp [hi]
  unfold Matrix.IsHermitian
  rw [conjTranspose_mul, conjTranspose_mul, conjTranspose_conjTranspose, hP, Matrix.mul_assoc]
```

## (b) Complex orbitals, real projector

**Task.** Let $D$ be an aufbau density matrix of $H$, and let $\bar H=H$. The orbitals in $U$ may be complex. Show that

$$\bar D=D.$$

**Solution.** Put $V=\bar U$. Conjugating $U^\dagger U=1$ gives $V^\dagger V=1$. Since $E$ and $P_s$ are real,

$$H=\bar H=VEV^\dagger,\qquad \bar D=VP_sV^\dagger.$$

The conjugate orbitals therefore diagonalise the same $H$ with the same energies. Let $W=U^\dagger V$ be their overlap with the original orbitals. Then

$$EW=U^\dagger(UEU^\dagger)V=U^\dagger HV=U^\dagger(VEV^\dagger)V=WE,$$

which in components is $(\varepsilon_i-\varepsilon_j)W_{ij}=0$. If exactly one of $i,j$ is occupied, the gap makes the energies different, so $W_{ij}=0$. Hence $P_sW=WP_s$. Square matrices with $U^\dagger U=V^\dagger V=1$ also satisfy $UU^\dagger=VV^\dagger=1$, and so

$$D=UP_sU^\dagger VV^\dagger=UP_sWV^\dagger=UWP_sV^\dagger=VP_sV^\dagger=\bar D.$$

The Lean proof takes the same steps. `hV`, `hHV` and `hDV` describe the conjugate orbitals, `hcomm` is $EW=WE$, and `hen` removes overlaps between different energies. `hP` treats the four combinations of occupied and unoccupied indices, and the final `calc` is the last display.

The strict inequality matters. If equal energies were allowed across the occupied boundary, $H=0$ on two sites with $N=1$ would admit the projector onto $(1,i)/\sqrt2$, which is not real.

```lean
/-- A real Fock matrix with a gap above its occupied orbitals has a real aufbau density
matrix, even when the orbitals themselves are complex. -/
theorem aufbau_real {N : ℕ} {H D : Matrix n n ℂ} (h : IsAufbau N H D) (hr : conjM H = H) :
    conjM D = D := by
  obtain ⟨U, ε, s, hU, -, hgap, hH, hD⟩ := h
  have hmul : ∀ A B : Matrix n n ℂ, conjM (A * B) = conjM A * conjM B :=
    fun A B => Matrix.map_mul
  have hstar : conjM Uᴴ = (conjM U)ᴴ := Matrix.ext fun i j => by simp [conjM]
  have hdiag : ∀ d : n → ℂ, (∀ i, starRingEnd ℂ (d i) = d i) →
      conjM (diagonal d) = diagonal d := by
    intro d hd
    refine Matrix.ext fun i j => ?_
    by_cases hij : i = j
    · subst hij
      simp [conjM, hd]
    · simp [conjM, diagonal_apply_ne _ hij]
  -- the conjugate orbitals `V` diagonalise the same Fock matrix with the same energies
  obtain ⟨V, hVdef⟩ : ∃ V, V = conjM U := ⟨_, rfl⟩
  have hV : Vᴴ * V = 1 := by
    rw [hVdef, ← hstar, ← hmul, hU, ← diagonal_one]
    exact hdiag _ (fun i => by simp)
  have hHV : H = V * diagonal (fun i => (ε i : ℂ)) * Vᴴ := by
    rw [← hr, hH, hmul, hmul, hstar, hdiag _ (fun i => Complex.conj_ofReal _), hVdef]
  have hDV : conjM D = V * occ s * Vᴴ := by
    rw [hD, hmul, hmul, hstar, occ,
      hdiag _ (fun i => by by_cases hi : i ∈ s <;> simp [hi]), hVdef]
  have hcomm : diagonal (fun i => (ε i : ℂ)) * (Uᴴ * V)
      = Uᴴ * V * diagonal (fun i => (ε i : ℂ)) := by
    calc diagonal (fun i => (ε i : ℂ)) * (Uᴴ * V)
        = (Uᴴ * U) * diagonal (fun i => (ε i : ℂ)) * (Uᴴ * V) := by rw [hU, Matrix.one_mul]
      _ = Uᴴ * (U * diagonal (fun i => (ε i : ℂ)) * Uᴴ) * V := by
          simp only [Matrix.mul_assoc]
      _ = Uᴴ * (V * diagonal (fun i => (ε i : ℂ)) * Vᴴ) * V := by rw [← hH, ← hHV]
      _ = (Uᴴ * V) * diagonal (fun i => (ε i : ℂ)) * (Vᴴ * V) := by
          simp only [Matrix.mul_assoc]
      _ = _ := by rw [hV, Matrix.mul_one]
  -- only orbitals of equal energy overlap, so none overlap across the gap
  have hen : ∀ i j, ε i ≠ ε j → (Uᴴ * V) i j = 0 := by
    intro i j hne
    by_contra h0
    have e := congrFun (congrFun hcomm i) j
    rw [diagonal_mul, mul_diagonal, mul_comm] at e
    exact hne (by exact_mod_cast mul_left_cancel₀ h0 e)
  have hP : occ s * (Uᴴ * V) = Uᴴ * V * occ s := by
    refine Matrix.ext fun i j => ?_
    rw [occ, diagonal_mul, mul_diagonal]
    by_cases hi : i ∈ s <;> by_cases hj : j ∈ s
    · simp [hi, hj]
    · rw [hen i j (hgap i hi j hj).ne, mul_zero, zero_mul]
    · rw [hen i j (hgap j hj i hi).ne', mul_zero, zero_mul]
    · simp [hi, hj]
  symm
  calc D = U * occ s * Uᴴ * (V * Vᴴ) := by rw [mul_eq_one_comm.1 hV, Matrix.mul_one, hD]
    _ = U * (occ s * (Uᴴ * V)) * Vᴴ := by simp only [Matrix.mul_assoc]
    _ = (U * Uᴴ) * (V * occ s * Vᴴ) := by rw [hP]; simp only [Matrix.mul_assoc]
    _ = conjM D := by rw [mul_eq_one_comm.1 hU, Matrix.one_mul, hDV]
```

## (c) Trapping along the iteration

**Task.** Suppose $F(\bar X)=\overline{F(X)}$ for every Hermitian $X$, and let $D_0$ be real and Hermitian. Show that, for every $k$,

$$D_k^\dagger=D_k,\qquad \bar D_k=D_k.$$

**Solution.** The case $k=0$ is the assumption. If the claim holds at $k$, then

$$\overline{F(D_k)}=F(\bar D_k)=F(D_k),$$

so the Fock matrix is real. Part (b) makes $D_{k+1}$ real and part (a) makes it Hermitian. The Lean `induction` does exactly this, with `ih` carrying both properties. The initial matrix need not be a projector.

The hypothesis `hF` says that the Fock map has no built-in preference between a state and its complex conjugate, which for spinless orbitals in a real basis is time-reversal symmetry. A fixed complex one-electron term, such as a magnetic field or spin–orbit coupling usually contributes, violates it. Time reversal for spinors also rotates the spin, and this model does not describe that operation.

```lean
/-- If the Fock map commutes with complex conjugation on Hermitian matrices, an SCF iteration
started from a real Hermitian density matrix stays real and Hermitian. -/
theorem scf_real {N : ℕ} {F : Matrix n n ℂ → Matrix n n ℂ} {D : ℕ → Matrix n n ℂ}
    (hF : ∀ X : Matrix n n ℂ, X.IsHermitian → F (conjM X) = conjM (F X))
    (hD : IsSCF N F D) (h0 : (D 0).IsHermitian) (hr : conjM (D 0) = D 0) (k : ℕ) :
    (D k).IsHermitian ∧ conjM (D k) = D k := by
  induction k with
  | zero => exact ⟨h0, hr⟩
  | succ k ih =>
    exact ⟨aufbau_hermitian (hD k), aufbau_real (hD k) (by rw [← hF _ ih.1, ih.2])⟩
```

## (d) Bond currents at every step

**Task.** Keep the assumptions of (c) and let $\bar h=h$. Show that, for all $k,i,j$,

$$2\,\mathrm{Im}\bigl(h_{ij}(D_k)_{ji}\bigr)=0.$$

**Solution.** A number equal to its own conjugate has zero imaginary part. This applies to $h_{ij}$ by assumption and to $(D_k)_{ji}$ by (c), so their product is real. In Lean these two facts are `e1` and `e2`.

```lean
/-- Under the conditions of `scf_real`, and for real hopping `h`, every bond current vanishes
at every SCF step. -/
theorem scf_bondCurrent_zero {N : ℕ} {F : Matrix n n ℂ → Matrix n n ℂ}
    {D : ℕ → Matrix n n ℂ} {h : Matrix n n ℂ}
    (hF : ∀ X : Matrix n n ℂ, X.IsHermitian → F (conjM X) = conjM (F X))
    (hD : IsSCF N F D) (h0 : (D 0).IsHermitian) (hr : conjM (D 0) = D 0)
    (hh : conjM h = h) (k : ℕ) (i j : n) : bondCurrent h (D k) i j = 0 := by
  have e1 : (h i j).im = 0 := Complex.conj_eq_iff_im.1 (congrFun (congrFun hh i) j)
  have e2 : (D k j i).im = 0 :=
    Complex.conj_eq_iff_im.1 (congrFun (congrFun (scf_real hF hD h0 hr k).2 j) i)
  simp [bondCurrent, Complex.mul_im, e1, e2]
```

## A two-site model with current feedback

The sites are $0$ and $1$, with one electron. Take

$$h=\begin{pmatrix}0&-3\\-3&0\end{pmatrix},\qquad F(D)=h-5(D-\bar D),$$

$$D_*=\begin{pmatrix}\tfrac12&\tfrac{3-4i}{10}\\[2pt]\tfrac{3+4i}{10}&\tfrac12\end{pmatrix}.$$

The postulated constant $5$ sets how strongly the imaginary part of the density matrix acts back on the effective hopping. It stands in for the current dependence of a functional and is not derived from one.

```lean
/-- Real hopping of strength `-3` between two sites. -/
def pairHop : Matrix (Fin 2) (Fin 2) ℂ := !![0, -3; -3, 0]

/-- A two-site Fock matrix with a term proportional to the imaginary part of the density
matrix. -/
def pairFock (D : Matrix (Fin 2) (Fin 2) ℂ) : Matrix (Fin 2) (Fin 2) ℂ :=
  pairHop - (5 : ℂ) • (D - conjM D)

/-- A complex density matrix with one electron shared equally by two sites. -/
noncomputable def currentState : Matrix (Fin 2) (Fin 2) ℂ :=
  !![⟨1 / 2, 0⟩, ⟨3 / 10, -4 / 10⟩; ⟨3 / 10, 4 / 10⟩, ⟨1 / 2, 0⟩]
```

## (e) Symmetry of the two-site Fock map

**Task.** Show that, for every complex $2\times2$ matrix $D$,

$$\bar h=h,\qquad F(\bar D)=\overline{F(D)}.$$

**Solution.** The entries of $h$ are real. Conjugation exchanges $D$ and $\bar D$, so both sides of the second equation equal $h-5(\bar D-D)$. Lean compares the four entries separately, using `fin_cases`.

```lean
/-- The two-site hopping is real, and the two-site Fock map commutes with complex
conjugation. -/
theorem pairFock_witness : conjM pairHop = pairHop ∧
    ∀ D, pairFock (conjM D) = conjM (pairFock D) := by
  have h3 : starRingEnd ℂ 3 = 3 := Complex.ext (by simp) (by simp)
  have h5 : starRingEnd ℂ 5 = 5 := Complex.ext (by simp) (by simp)
  constructor
  · refine Matrix.ext fun i j => ?_
    fin_cases i <;> fin_cases j <;> simp [conjM, pairHop, h3]
  · refine fun D => Matrix.ext fun i j => ?_
    fin_cases i <;> fin_cases j <;> simp [pairFock, pairHop, conjM, h3, h5]
```

## (f) A self-consistent state with a current

**Task.** Show that $D_*$ is an aufbau density matrix of $F(D_*)$ with $N=1$, and that

$$J_{01}(D_*)=-\frac{12}{5}.$$

**Solution.** Inserting $D_*$ gives

$$F(D_*)=\begin{pmatrix}0&-3+4i\\-3-4i&0\end{pmatrix}.$$

Its eigenvalues are $\pm|-3+4i|=\pm5$. The normalised lower eigenvector is $\tfrac1{\sqrt2}\bigl(1,\tfrac{3+4i}{5}\bigr)$, and its projector is $D_*$. The current is

$$J_{01}(D_*)=2\,\mathrm{Im}\Bigl(-3\cdot\frac{3+4i}{10}\Bigr)=-\frac{12}{5}.$$

Lean receives the eigenvectors explicitly, multiplied by the phase $(1+i)/\sqrt2$, which makes the real and imaginary parts of all components rational. The remaining goals check orthonormality, the gap and the two matrix products.

This current uses the bare hopping $h$ and is not a net transfer of particles between the sites. With the full effective hopping, $2\,\mathrm{Im}(F(D_*)_{01}(D_*)_{10})=0$, as a stationary state on two sites requires.

```lean
/-- The complex two-site state is self-consistent for `pairFock`, and it carries the bond
current `-12/5`. -/
theorem currentState_selfConsistent :
    IsAufbau 1 (pairFock currentState) currentState ∧
    bondCurrent pairHop currentState 0 1 = -12 / 5 := by
  constructor
  · refine ⟨!![⟨1 / 2, 1 / 2⟩, ⟨1 / 2, 1 / 2⟩; ⟨-1 / 10, 7 / 10⟩, ⟨1 / 10, -7 / 10⟩],
      ![-5, 5], {0}, ?_, by simp, ?_, ?_, ?_⟩
    · refine Matrix.ext fun i j => ?_
      fin_cases i <;> fin_cases j <;>
        simp [Matrix.mul_apply, Fin.sum_univ_two, Complex.ext_iff] <;> norm_num
    · intro i hi j hj
      rw [Finset.mem_singleton] at hi hj
      have hj1 : j = 1 := by omega
      subst hi hj1
      norm_num
    · refine Matrix.ext fun i j => ?_
      fin_cases i <;> fin_cases j <;>
        simp [pairFock, pairHop, currentState, conjM, Matrix.mul_apply, Fin.sum_univ_two,
          Matrix.vecMul_diagonal, Complex.ext_iff] <;> norm_num
    · refine Matrix.ext fun i j => ?_
      fin_cases i <;> fin_cases j <;>
        simp [currentState, occ, Matrix.mul_apply, Matrix.vecMul_diagonal,
          Complex.ext_iff] <;> norm_num
  · simp [bondCurrent, pairHop, currentState]
    norm_num
```

## (g) Out of reach from a real guess

**Task.** Let $D_k$ be an SCF iteration of the two-site model with $N=1$ and $D_0$ real and Hermitian. Show that

$$D_k\not\longrightarrow D_*.$$

**Solution.** By (e), part (d) applies, so $J_{01}(D_k)=0$ for all $k$. The function $J_{01}$ is continuous in the matrix entries. If $D_k\to D_*$, then $J_{01}(D_*)=\lim_k J_{01}(D_k)=0$, which contradicts (f).

In Lean, `hc` is the continuity, `hz` says that the sequence of currents is constantly zero, and `tendsto_nhds_unique` equates the two limits.

```lean
/-- No SCF iteration of the two-site model started from a real Hermitian density matrix
converges to the current-carrying solution. -/
theorem currentState_unreachable {D : ℕ → Matrix (Fin 2) (Fin 2) ℂ}
    (hD : IsSCF 1 pairFock D) (h0 : (D 0).IsHermitian) (hr : conjM (D 0) = D 0) :
    ¬ Tendsto D atTop (𝓝 currentState) := by
  intro hL
  -- the bond current is continuous and vanishes along the whole iteration
  have hc : Continuous fun X : Matrix (Fin 2) (Fin 2) ℂ => bondCurrent pairHop X 0 1 :=
    continuous_const.mul (Complex.continuous_im.comp
      (continuous_const.mul (continuous_id.matrix_elem 1 0)))
  have hlim := (hc.tendsto currentState).comp hL
  have hz : ((fun X : Matrix (Fin 2) (Fin 2) ℂ => bondCurrent pairHop X 0 1) ∘ D)
      = fun _ => (0 : ℝ) :=
    funext fun k => scf_bondCurrent_zero (fun X _ => pairFock_witness.2 X) hD h0 hr
      pairFock_witness.1 k 0 1
  rw [hz] at hlim
  have e := tendsto_nhds_unique hlim tendsto_const_nhds
  rw [currentState_selfConsistent.2] at e
  norm_num at e

end CurrentTrapping
```

```lean
#print axioms CurrentTrapping.scf_bondCurrent_zero
-- 'CurrentTrapping.scf_bondCurrent_zero' depends on axioms: [propext, Classical.choice, Quot.sound]
#print axioms CurrentTrapping.currentState_unreachable
-- 'CurrentTrapping.currentState_unreachable' depends on axioms: [propext, Classical.choice, Quot.sound]
```

## Seeding the imaginary part

In a calculation with a real orthonormal basis, a guess built from real atomic density matrices gives a real $D_0$. A seed replaces it by $D_0+i\lambda A$, where $A$ is real and antisymmetric and $\lambda$ is a small real number. The result is still Hermitian, and the first Fock matrix can now acquire an imaginary part.

The two-site model shows the effect in a short calculation that goes beyond the Lean file. Write $y_k=\mathrm{Im}\,(D_k)_{10}$. Diagonalising $F(D_k)$ gives

$$y_{k+1}=\frac{5y_k}{\sqrt{9+100y_k^2}}.$$

From $y_0=0$ the iteration stays at zero and gives the real bonding state. A small seed first grows by a factor of about $5/3$ per step, and any $y_0>0$ leads to $y=2/5$, the value in $D_*$. In other systems a seed may equally well decay, since the real solution can be stable.
